# In static linear screening, a second pass by the active space counts its polarisability twice and never raises the self-repulsion of a charge distribution

Take a single charge channel, so that everything is a plain number in matching units. The bare repulsion is V = 1, the active orbitals have polarisability P = 2, and everything else has R = 1. Screening by all of it gives T = 1/(1 + 1 + 2) = 1/4. I gave this T to my active-space solver, since it seemed the most complete interaction I had. But the solver lets the active electrons respond as well, and if I imitate that by adding P once more, I get 1/(4 + 2) = 1/6. Have I screened twice? And when V, R and P are matrices that don't commute, is the error always towards too little repulsion, whatever the charge distribution?

## The solver supplies P itself, so its input should be W

Yes, you have screened twice. The input should leave the active response out:

W = 1/(1 + 1) = 1/2.

Adding P = 2 then gives 1/(2 + 2) = 1/4, which is T. In this static linear model with fixed P, the same holds for matrices. Starting from T never gives a charge distribution x too much self-repulsion x†Ux, where U is the interaction in use, but when P is singular some nonzero charge distributions notice nothing.

Two sites show both effects. Let R = 0 and

V = W = [[2, 1], [1, 2]], P = ½ [[1, −1], [−1, 1]].

This P only moves charge between the sites. Screening once gives T = [[7/4, 5/4], [5/4, 7/4]], and screening again gives [[5/3, 4/3], [4/3, 5/3]]. For the charge vector x = (1, −1), the value of x†Ux falls from 2 under W to 1 under T and to 2/3 after the second pass. For x = (1, 1) it is 6 all three times, because equal charges produce no potential difference between the sites. The off-diagonal element rises each time, so "less repulsion" is a statement about x†Ux and not about each matrix element.

## Where the lost repulsion goes

Let U be a positive definite interaction and Q a positive semidefinite polarisability. The screened interaction is

S = (U⁻¹ + Q)⁻¹.

Since U⁻¹ is positive definite, so is U⁻¹ + Q. It is therefore invertible, and its inverse S is positive definite too.

Successive screenings add their polarisabilities. From W⁻¹ = V⁻¹ + R it follows that

(W⁻¹ + P)⁻¹ = (V⁻¹ + R + P)⁻¹ = T.

From T⁻¹ = V⁻¹ + R + P it follows in the same way that

(T⁻¹ + P)⁻¹ = (V⁻¹ + R + 2P)⁻¹.

To compare U with S, multiply (U⁻¹ + Q)S = 1 by U from the left, and S(U⁻¹ + Q) = 1 by U from the right. This gives two Dyson equations:

S = U − UQS

S = U − SQU

The first says U − S = UQS. The second says U = S + SQU, and inserting this for the U on the right-hand side gives

U − S = SQS + SQUQS.

Both S and Q are Hermitian, so this is

U − S = S†QS + (QS)†U(QS).

For any charge vector x, the lost repulsion is therefore

x†Ux − x†Sx = (Sx)†Q(Sx) + (QSx)†U(QSx).

Neither term is negative, so U − S is positive semidefinite. In your one-channel case, with U = 1/4, Q = 2 and S = 1/6, the terms are 1/18 and 1/36, and their sum is 1/12 = 1/4 − 1/6.

It remains to find when the loss is strictly positive.

- If QUx = 0, the second Dyson equation gives Sx = Ux. Then QSx = 0 as well, and both terms vanish.
- If QUx ≠ 0, then QSx ≠ 0, because QSx = 0 would give Sx = Ux by the first Dyson equation and hence QUx = 0. Since U is positive definite, the second term is then positive.

Setting U = T and Q = P answers your question: the second pass lowers the repulsion of x exactly when PTx ≠ 0, that is, when the potential Tx polarises the active space.

Here is the argument in Lean 4 with Mathlib.

```lean
import Mathlib

open Matrix
open scoped ComplexOrder

namespace ActiveSpaceScreening

variable {n : Type*} [Fintype n] [DecidableEq n]

/-- The interaction `U` screened by the polarisability `Q`, that is `(U⁻¹ + Q)⁻¹`,
for invertible `U` and invertible `U⁻¹ + Q`. -/
noncomputable def screen (U Q : Matrix n n ℂ) : Matrix n n ℂ := (U⁻¹ + Q)⁻¹

/-- The real part of `x† U x`: the repulsion energy, up to the customary factor one half,
of the charge vector `x` under the interaction `U`. -/
def repulsion (U : Matrix n n ℂ) (x : n → ℂ) : ℝ := (star x ⬝ᵥ U *ᵥ x).re

/-- A positive definite interaction screened by a positive semidefinite polarisability
is again positive definite. -/
theorem screen_posDef {U Q : Matrix n n ℂ} (hU : U.PosDef) (hQ : Q.PosSemidef) :
    (screen U Q).PosDef :=
  (hU.inv.add_posSemidef hQ).inv

/-- Screening a positive definite `V` first by a positive semidefinite `R` and then by `P`
is the same as screening it once by `R + P`. -/
theorem screen_screen {V R : Matrix n n ℂ} (hV : V.PosDef) (hR : R.PosSemidef)
    (P : Matrix n n ℂ) : screen (screen V R) P = screen V (R + P) := by
  have hdet : IsUnit (V⁻¹ + R).det :=
    (Matrix.isUnit_iff_isUnit_det _).mp (hV.inv.add_posSemidef hR).isUnit
  have h : (screen V R)⁻¹ = V⁻¹ + R := Matrix.nonsing_inv_nonsing_inv _ hdet
  change ((screen V R)⁻¹ + P)⁻¹ = (V⁻¹ + (R + P))⁻¹
  rw [h, add_assoc]

/-- The screened interaction `S` of a positive definite `U` and a positive semidefinite `Q`
obeys the two Dyson equations `S = U - U Q S` and `S = U - S Q U`. -/
theorem screen_dyson {U Q : Matrix n n ℂ} (hU : U.PosDef) (hQ : Q.PosSemidef) :
    screen U Q = U - U * Q * screen U Q ∧ screen U Q = U - screen U Q * Q * U := by
  have hdU : IsUnit U.det := (Matrix.isUnit_iff_isUnit_det _).mp hU.isUnit
  have hdS : IsUnit (U⁻¹ + Q).det :=
    (Matrix.isUnit_iff_isUnit_det _).mp (hU.inv.add_posSemidef hQ).isUnit
  have hr : (U⁻¹ + Q) * screen U Q = 1 := Matrix.mul_nonsing_inv _ hdS
  have hl : screen U Q * (U⁻¹ + Q) = 1 := Matrix.nonsing_inv_mul _ hdS
  constructor
  · apply eq_sub_of_add_eq
    calc screen U Q + U * Q * screen U Q
        = (U * U⁻¹) * screen U Q + U * Q * screen U Q := by
          rw [Matrix.mul_nonsing_inv _ hdU, one_mul]
      _ = U * ((U⁻¹ + Q) * screen U Q) := by
          simp only [mul_add, add_mul, mul_assoc]
      _ = U := by rw [hr, mul_one]
  · apply eq_sub_of_add_eq
    calc screen U Q + screen U Q * Q * U
        = screen U Q * (U⁻¹ * U) + screen U Q * Q * U := by
          rw [Matrix.nonsing_inv_mul _ hdU, mul_one]
      _ = (screen U Q * (U⁻¹ + Q)) * U := by
          simp only [mul_add, add_mul, mul_assoc]
      _ = U := by rw [hl, one_mul]

/-- For positive definite `U` and positive semidefinite `Q`, the interaction removed by
screening is `S† Q S + (Q S)† U (Q S)`, where `S` is the screened interaction. -/
theorem screening_gap {U Q : Matrix n n ℂ} (hU : U.PosDef) (hQ : Q.PosSemidef) :
    U - screen U Q = (screen U Q)ᴴ * Q * screen U Q
      + (Q * screen U Q)ᴴ * U * (Q * screen U Q) := by
  obtain ⟨h1, h2⟩ := screen_dyson hU hQ
  rw [conjTranspose_mul, (screen_posDef hU hQ).isHermitian.eq, hQ.isHermitian.eq]
  generalize screen U Q = S at h1 h2 ⊢
  -- insert the second Dyson equation into the first
  have e1 : U - S = U * Q * S := by
    rw [sub_eq_iff_eq_add']
    exact (eq_sub_iff_add_eq.mp h1).symm
  have e2 : U = S + S * Q * U := (eq_sub_iff_add_eq.mp h2).symm
  calc U - S = U * (Q * S) := by rw [e1, mul_assoc]
    _ = (S + S * Q * U) * (Q * S) := by rw [← e2]
    _ = S * Q * S + S * Q * U * (Q * S) := by
        simp only [add_mul, mul_assoc]

/-- Screening a positive definite interaction by a positive semidefinite polarisability
lowers it: the difference is positive semidefinite. -/
theorem screen_le {U Q : Matrix n n ℂ} (hU : U.PosDef) (hQ : Q.PosSemidef) :
    (U - screen U Q).PosSemidef := by
  rw [screening_gap hU hQ]
  exact (hQ.conjTranspose_mul_mul_same _).add (hU.posSemidef.conjTranspose_mul_mul_same _)

/-- For positive definite `U` and positive semidefinite `Q`, the repulsion energy under `U`
is that under the screened interaction `S` plus the terms of `Q` at `S x` and of `U` at
`Q S x`. -/
theorem repulsion_split {U Q : Matrix n n ℂ} (hU : U.PosDef) (hQ : Q.PosSemidef)
    (x : n → ℂ) :
    repulsion U x = repulsion (screen U Q) x + repulsion Q (screen U Q *ᵥ x)
      + repulsion U (Q *ᵥ (screen U Q *ᵥ x)) := by
  have hadd : ∀ A B : Matrix n n ℂ, repulsion (A + B) x = repulsion A x + repulsion B x := by
    intro A B
    simp only [repulsion, add_mulVec, dotProduct_add, Complex.add_re]
  have hconj : ∀ A B : Matrix n n ℂ, repulsion (Bᴴ * A * B) x = repulsion A (B *ᵥ x) := by
    intro A B
    simp only [repulsion, star_mulVec, ← mulVec_mulVec, dotProduct_mulVec]
  have h := congrArg (fun M => repulsion M x) (sub_eq_iff_eq_add'.mp (screening_gap hU hQ))
  simp only [hadd, hconj] at h
  rw [← mulVec_mulVec] at h
  linarith

/-- For positive definite `U` and positive semidefinite `Q`, screening strictly lowers the
repulsion energy of `x` exactly when the potential `U x` polarises the medium, `Q U x ≠ 0`. -/
theorem repulsion_screen_lt_iff {U Q : Matrix n n ℂ} (hU : U.PosDef) (hQ : Q.PosSemidef)
    (x : n → ℂ) :
    repulsion (screen U Q) x < repulsion U x ↔ Q *ᵥ (U *ᵥ x) ≠ 0 := by
  have hs := repulsion_split hU hQ x
  have d1 := congrArg (fun M => M *ᵥ x) (screen_dyson hU hQ).1
  have d2 := congrArg (fun M => M *ᵥ x) (screen_dyson hU hQ).2
  simp only [sub_mulVec, ← mulVec_mulVec] at d1 d2
  constructor
  · intro hlt h0
    -- without polarisation the screened and unscreened potentials agree
    rw [h0, mulVec_zero, sub_zero] at d2
    rw [d2, h0] at hs
    have hq : repulsion Q (U *ᵥ x) = 0 := by
      simp only [repulsion, h0, dotProduct_zero, Complex.zero_re]
    have hu : repulsion U (0 : n → ℂ) = 0 := by
      simp only [repulsion, mulVec_zero, dotProduct_zero, Complex.zero_re]
    linarith
  · intro hne
    have hne' : Q *ᵥ (screen U Q *ᵥ x) ≠ 0 := by
      intro h0
      rw [h0, mulVec_zero, sub_zero] at d1
      exact hne (by rw [← d1, h0])
    have hq : 0 ≤ repulsion Q (screen U Q *ᵥ x) :=
      (Complex.le_def.mp (hQ.dotProduct_mulVec_nonneg _)).1
    have hu : 0 < repulsion U (Q *ᵥ (screen U Q *ᵥ x)) :=
      (Complex.lt_def.mp (hU.dotProduct_mulVec_pos hne')).1
    linarith

/-- Let `V` be positive definite and `R`, `P` positive semidefinite, and let `W = (V⁻¹ + R)⁻¹` and
`T = (V⁻¹ + R + P)⁻¹`. Screening `W` by `P` gives `T`; screening `T` by `P` again counts `P` twice,
lowers `T` by a positive semidefinite matrix, and strictly lowers the repulsion of `x` exactly when
`P T x ≠ 0`. -/
theorem active_space_double_counting {V R P W T : Matrix n n ℂ} (hV : V.PosDef)
    (hR : R.PosSemidef) (hP : P.PosSemidef)
    (hW : W = (V⁻¹ + R)⁻¹) (hT : T = (V⁻¹ + R + P)⁻¹) :
    (W⁻¹ + P)⁻¹ = T ∧
    (T⁻¹ + P)⁻¹ = (V⁻¹ + R + 2 • P)⁻¹ ∧
    (T - (T⁻¹ + P)⁻¹).PosSemidef ∧
    ∀ x, repulsion (T⁻¹ + P)⁻¹ x < repulsion T x ↔ P *ᵥ (T *ᵥ x) ≠ 0 := by
  have hT' : T = screen V (R + P) := by rw [hT, screen, add_assoc]
  have hTpos : T.PosDef := by
    rw [hT']
    exact screen_posDef hV (hR.add hP)
  refine ⟨?_, ?_, screen_le hTpos hP, repulsion_screen_lt_iff hTpos hP⟩
  · rw [hT', hW]
    exact screen_screen hV hR P
  · have h := screen_screen hV (hR.add hP) P
    rw [← hT'] at h
    change screen T P = _
    rw [h, screen, two_nsmul]
    simp only [add_assoc]

end ActiveSpaceScreening
```

```lean
#print axioms ActiveSpaceScreening.active_space_double_counting
-- 'ActiveSpaceScreening.active_space_double_counting' depends on axioms: [propext, Classical.choice, Quot.sound]
```

## Reading `active_space_double_counting` as physics

The finite type `n` labels the charge channels, for instance sites or product basis functions. `V`, `R`, `P`, `W` and `T` are complex matrices over these labels. The equations `hW` and `hT` only say what `W` and `T` stand for.

The physical assumptions are the other three hypotheses:

- `hV : V.PosDef` says that every nonzero charge vector has positive bare Coulomb self-repulsion. This requires a basis without redundant charge channels. In Mathlib, positive definiteness includes being Hermitian.
- `hR : R.PosSemidef` and `hP : P.PosSemidef` say that both matrices are Hermitian and that the charge induced by a static potential φ, which is −Rφ or −Pφ, never has positive energy in that potential. Here φ is the total potential, including the part produced by the induced charge. The polarisabilities carry a positive sign; with the common convention of a negative static response function, R and P are minus the response to this total potential, not minus the response to the external potential alone. For independent electrons in a ground state with a gap, such a matrix is a sum over occupied–empty pairs with positive weights. P collects the pairs inside the active space, and R collects the rest.

The conclusion has four parts. The first says that `W` screened by `P` is `T`. The second says that `T` screened by `P` contains `2 • P`, which is the double counting. The third says that `T - (T⁻¹ + P)⁻¹` is positive semidefinite. The fourth says, for every `x`, that the repulsion is strictly lowered if and only if `P *ᵥ (T *ᵥ x) ≠ 0`.

The function `repulsion U x` is the real part of x†Ux, without the customary factor ½. For the Hermitian interactions used here, x†Ux is real anyway. Lean assigns the value zero to the inverse of a singular matrix, but positive definiteness ensures that every inverse in the theorem is a true one.

For downfolding to an active space, the theorem identifies W as the consistent input within a finite, static model in which the active response is a fixed matrix P. A real solver does more: its response depends on frequency, changes with the interaction it is given, and includes correlations beyond this screening formula. The size of the error in a computed energy or gap is therefore a separate question.

## From the lemmas to the four statements

`screen_posDef` is the remark that S is positive definite. `screen_screen` adds successive polarisabilities: positive definiteness makes the determinant of `V⁻¹ + R` a unit, so inverting twice returns the original matrix, and `add_assoc` regroups the sum.

In `screen_dyson`, `hr` and `hl` are the products (U⁻¹ + Q)S = 1 and S(U⁻¹ + Q) = 1. Each `calc` block multiplies one of them by U, on the left or on the right, as in the derivation above.

`screening_gap` first uses the Hermiticity of S and Q to remove the daggers. It then replaces `screen U Q` by a plain letter `S`, keeping only the two Dyson equations. `e1` is U − S = UQS, `e2` is U = S + SQU, and the final `calc` inserts the second into the first.

`screen_le` reads off that the difference is positive semidefinite. `repulsion_split` evaluates the quadratic form of the same identity at a charge vector x: `hadd` splits a sum of interactions, and `hconj` moves the outer factors onto the charge vector.

`repulsion_screen_lt_iff` contains the two cases for QUx. Its `d1` and `d2` are the Dyson equations applied to x. In the forward direction, `d2` shows that nothing is lost if QUx = 0, which contradicts the strict inequality. In the other direction, `d1` gives QSx ≠ 0, and `hu` is the resulting positive energy.

The main theorem rewrites `T` as `screen V (R + P)`, which makes `T` positive definite. The first two statements then come from `screen_screen`, and the last two from `screen_le` and `repulsion_screen_lt_iff` with U = T and Q = P.

## Why the difference is written as two sandwiches

The Mathlib lemma that makes `screen_le` so short is `conjTranspose_mul_mul_same`. Given a positive semidefinite A and any matrix B of matching size, it returns that `Bᴴ * A * B` is positive semidefinite. The reason is one line:

x†(B†AB)x = (Bx)†A(Bx) ≥ 0.

B need not be Hermitian or invertible, and it need not commute with A. The loss first appears as UQS, a product of three matrices that does not have this form as written. Inserting the second Dyson equation turns it into two products of the form the lemma accepts: one with A = Q and B = S, the other with A = U and B = QS. The second B is singular whenever Q is, and the lemma still applies.

In the code, `hQ.conjTranspose_mul_mul_same _` and `hU.posSemidef.conjTranspose_mul_mul_same _` treat the two terms. The underscore stands for B, which Lean finds by matching the goal, and `.add` combines the two results. The same form pays off again in `repulsion_split`, where `hconj` turns the quadratic form of each sandwich at x into that of its middle matrix A at Bx. That is how the matrix identity also yields the exact condition for a strict loss.
